# The squared exponential tail A exp(−k(r − R)) integrates to A²/(2k) beyond R

For k > 0 and any real A and R, the lemma states that the square of A exp(−k(r − R)) is integrable over r > R, and that its integral there is A²/(2k). If the exponential is the tail of a wavefunction on a line, or of a reduced radial function, this integral is the tail's weight beyond R. Nothing is normalised here, so the weight becomes a probability only after division by the wavefunction's whole squared norm. The proof first rewrites the integrand as a constant times exp(−2kr), then applies Mathlib's results on exponential integrals and cancels the two exponential factors left at R.

The failing Lean file:

```lean
import Mathlib

open Set Filter MeasureTheory

namespace ExponentialCharge

variable {w f g : ℝ → ℝ} {R k : ℝ}

/-- For `k > 0` the squared exponential `(A exp (-k (r - R)))²` is integrable beyond `R`,
with integral `A² / (2k)`. -/
lemma exponential_charge (hk : 0 < k) (A R : ℝ) :
    IntegrableOn (fun r => (A * Real.exp (-k * (r - R))) ^ 2) (Ioi R) ∧
      ∫ r in Ioi R, (A * Real.exp (-k * (r - R))) ^ 2 = A ^ 2 / (2 * k) := by
  have e : (fun r => (A * Real.exp (-k * (r - R))) ^ 2) =
      fun r => (A ^ 2 * Real.exp (2 * k * R)) * Real.exp (-(2 * k) * r) := by
    funext r
    have : Real.exp (-k * (r - R)) ^ 2 = Real.exp (2 * k * R) * Real.exp (-(2 * k) * r) := by
      rw [sq, ← Real.exp_add, ← Real.exp_add]
      congr 1
      ring
    rw [mul_pow, this, mul_assoc]
  have h1 : Real.exp (2 * k * R) * Real.exp (-(2 * k) * R) = 1 := by
    rw [← Real.exp_add, neg_mul, add_neg_cancel, Real.exp_zero]
  rw [e]
  refine ⟨(exp_neg_integrableOn_Ioi R (by linarith)).const_mul _, ?_⟩
  rw [integral_const_mul, integral_exp_mul_Ioi (by linarith), neg_div_neg_eq,
    ← mul_div_assoc, mul_assoc, h1, mul_one]

end ExponentialCharge
```

The compiler's answer:

```
Main.lean:15:75: error: unsolved goals
k : ℝ
hk : 0 < k
A R r : ℝ
this : Real.exp (-k * (r - R)) ^ 2 = Real.exp (2 * k * R) * Real.exp (-(2 * k) * r)
⊢ A ^ 2 * (Real.exp (2 * (k * R)) * Real.exp (-(2 * k) * r)) = A ^ 2 * Real.exp (2 * (k * R)) * Real.exp (-(2 * k) * r)
```

Diagnosis. The one error is an unsolved goal in the proof of `e`, the rewritten form of the integrand. After `rw [mul_pow, this]` the two sides differ only in how the product of `A ^ 2` and the two exponentials is bracketed. `mul_assoc` is the right law, but `rw` was given no arguments for it and settled on the product `2 * k * R` inside an exponential. It turned that into `2 * (k * R)` on both sides, as the message shows, and left the outer brackets as they were. The two sides still did not match, so the reflexivity check that `rw` makes at the end could not close the goal.

The repair takes `mul_assoc` out of the rewrite and gives `(mul_assoc _ _ _).symm` as the proof of the whole equation. Lean now has to match the law against the full goal, which fixes its three factors as `A ^ 2` and the two exponentials. The `.symm` is needed because the goal has the right-nested product on the left.

The repair, with which the file compiles:

```diff
@@ -19,5 +19,6 @@
       congr 1
       ring
-    rw [mul_pow, this, mul_assoc]
+    rw [mul_pow, this]
+    exact (mul_assoc _ _ _).symm
   have h1 : Real.exp (2 * k * R) * Real.exp (-(2 * k) * R) = 1 := by
     rw [← Real.exp_add, neg_mul, add_neg_cancel, Real.exp_zero]
```
